# Schur's bound for convex sums of diagonal values under unitary orbital rotation

A diagonal entry of a complex matrix is a complex number, but a convex function $f$ here takes real arguments. The diagonal value $d_i$ is therefore defined as the real part of the entry, and part (a) shows that this discards nothing.

The orbitals are labelled by a finite type `n`. The operator is given by real numbers $\lambda_j$ (`lam`) and a matrix $U$, as the product $A = U\,\mathrm{diag}(\lambda)\,U^\dagger$ (`rotated`), with $d_i = \mathrm{Re}\,A_{ii}$ (`diagValue`). When $U$ is unitary, the $\lambda_j$ are the eigenvalues of $A$; row $i$ of $U$ then belongs to an orbital and column $j$ to an eigenvector.

```lean
import Mathlib

open Matrix

namespace SchurLocalisation

noncomputable section

variable {n : Type*} [Fintype n] [DecidableEq n]

/-- The matrix `U diag(lam) Uᴴ`. For a unitary `U` it represents, in the orbital basis, an operator
with eigenvalues `lam`. -/
def rotated (U : Matrix n n ℂ) (lam : n → ℝ) : Matrix n n ℂ :=
  U * diagonal (fun j => (lam j : ℂ)) * Uᴴ

/-- The diagonal value `d_i` of the rotated operator in orbital `i`, as a real number. -/
def diagValue (U : Matrix n n ℂ) (lam : n → ℝ) (i : n) : ℝ :=
  (rotated U lam i i).re
```

## (a) The diagonal as a weighted sum of the $\lambda_j$

Show that, for any complex square $U$,
$$A_{ii} = \sum_j |U_{ij}|^2\lambda_j .$$

**Solution.** Multiplying out gives $A_{ii}=\sum_j U_{ij}\lambda_j\overline{U_{ij}}$, and $U_{ij}\overline{U_{ij}}=|U_{ij}|^2$. The sum is real, so $d_i=A_{ii}$. In Lean, $|U_{ij}|^2$ is `Complex.normSq (U i j)`.

```lean
/-- Each diagonal entry of `rotated U lam` is real: it is the sum of the numbers `lam j` weighted by
`|U_ij|²`. -/
theorem rotated_diag (U : Matrix n n ℂ) (lam : n → ℝ) (i : n) :
    rotated U lam i i = ((∑ j, Complex.normSq (U i j) * lam j : ℝ) : ℂ) := by
  rw [rotated, Matrix.mul_apply, Complex.ofReal_sum]
  refine Finset.sum_congr rfl fun j _ => ?_
  rw [Matrix.mul_diagonal, Matrix.conjTranspose_apply, Complex.ofReal_mul,
    ← Complex.mul_conj, Complex.star_def]
  ring
```

## (b) Weights of a unitary matrix

Show that for unitary $U$
$$\sum_j |U_{ij}|^2 = 1 \ \text{ for each } i,\qquad \sum_i |U_{ij}|^2 = 1\ \text{ for each } j .$$

**Solution.** The first sum is $(UU^\dagger)_{ii}=1$ and the second is $(U^\dagger U)_{jj}=1$. The code reads off the same entries, then passes from complex to real numbers with `exact_mod_cast`.

```lean
/-- For a unitary `U` the weights `|U_ij|²` sum to one along every row and every column. -/
theorem weights_sum {U : Matrix n n ℂ} (hU : U ∈ unitaryGroup n ℂ) :
    (∀ i, ∑ j, Complex.normSq (U i j) = 1) ∧ (∀ j, ∑ i, Complex.normSq (U i j) = 1) := by
  constructor
  · -- diagonal entries of `U Uᴴ = 1`
    intro i
    have h := congrFun (congrFun (mem_unitaryGroup_iff.mp hU) i) i
    rw [Matrix.mul_apply, Matrix.one_apply_eq] at h
    have h2 : ((∑ j, Complex.normSq (U i j) : ℝ) : ℂ) = 1 := by
      refine Eq.trans ?_ h
      rw [Complex.ofReal_sum]
      refine Finset.sum_congr rfl fun j _ => ?_
      rw [Matrix.star_apply, ← Complex.mul_conj, Complex.star_def]
    exact_mod_cast h2
  · -- diagonal entries of `Uᴴ U = 1`
    intro j
    have h := congrFun (congrFun (mem_unitaryGroup_iff'.mp hU) j) j
    rw [Matrix.mul_apply, Matrix.one_apply_eq] at h
    have h2 : ((∑ i, Complex.normSq (U i j) : ℝ) : ℂ) = 1 := by
      refine Eq.trans ?_ h
      rw [Complex.ofReal_sum]
      refine Finset.sum_congr rfl fun i _ => ?_
      rw [Matrix.star_apply, ← Complex.mul_conj, Complex.star_def]
      exact mul_comm _ _
    exact_mod_cast h2
```

## (c) The convex bound

Let $U$ be unitary and $f$ convex on a set $s$ containing every $\lambda_j$. Show that
$$\sum_i f(d_i)\le\sum_j f(\lambda_j).$$

**Solution.** By (a) and (b), $d_i$ is a weighted average of the eigenvalues, so Jensen's inequality gives $f(d_i)\le\sum_j|U_{ij}|^2f(\lambda_j)$. Sum over $i$ and exchange the sums:
$$\sum_i f(d_i)\le\sum_j\Big(\sum_i|U_{ij}|^2\Big)f(\lambda_j)=\sum_j f(\lambda_j).$$
These steps are `hf.map_sum_le`, `Finset.sum_comm` and the column half of `weights_sum`. The hypothesis `ConvexOn ℝ s f` includes convexity of $s$; taking $s=\mathbb R$ covers every convex function on the line.

For a finite set of orthonormal orbitals rotated among themselves and a single Hermitian operator, this puts a ceiling on any localisation functional of the form $\sum_i f(d_i)$ with $f$ convex. The $\lambda_j$ are then the eigenvalues of the operator's matrix in these orbitals, which in general are not eigenvalues of the operator on the full space. If a functional adds such sums for several operators, such as the three position components, the ceilings add too, but one unitary need not reach all of them at once.

With one orbital, $U$ is a phase, $d=\lambda$ and equality holds. Unitarity matters even there: $U=(2)$, $\lambda=1$ and $f(x)=x^2$ give $16$ on the left and $1$ on the right.

```lean
/-- Schur's bound: for a unitary `U` and a function `f` convex on a set containing all
eigenvalues, the sum of `f(d_i)` is at most the sum of `f(lam_j)`. -/
theorem schur_convex_bound {U : Matrix n n ℂ} (hU : U ∈ unitaryGroup n ℂ) {lam : n → ℝ}
    {s : Set ℝ} {f : ℝ → ℝ} (hf : ConvexOn ℝ s f) (hlam : ∀ j, lam j ∈ s) :
    ∑ i, f (diagValue U lam i) ≤ ∑ j, f (lam j) := by
  calc ∑ i, f (diagValue U lam i)
      ≤ ∑ i, ∑ j, Complex.normSq (U i j) * f (lam j) := by
        -- Jensen's inequality in each row
        refine Finset.sum_le_sum fun i _ => ?_
        rw [diagValue, rotated_diag, Complex.ofReal_re]
        have h := hf.map_sum_le (t := Finset.univ) (w := fun j => Complex.normSq (U i j))
          (p := lam) (fun j _ => Complex.normSq_nonneg _) ((weights_sum hU).1 i)
          (fun j _ => hlam j)
        simpa only [smul_eq_mul] using h
    _ = ∑ j, f (lam j) := by
        -- the columns sum to one
        rw [Finset.sum_comm]
        refine Finset.sum_congr rfl fun j _ => ?_
        rw [← Finset.sum_mul, (weights_sum hU).2 j, one_mul]
```

## (d) A floor from the mean eigenvalue

For $N\ge1$ orbitals, unitary $U$ and $f$ convex on $\mathbb R$, show that
$$f\Big(\frac1N\sum_j\lambda_j\Big)\le\frac1N\sum_i f(d_i).$$

**Solution.** The column sums give $\sum_i d_i=\sum_j\lambda_j$, which is conservation of the trace (`htr`). Jensen's inequality with equal weights $1/N$ on the $d_i$ finishes the argument.

```lean
/-- For a unitary `U`, at least one orbital and `f` convex on the reals, the mean of `f(d_i)` over
all orbitals is at least `f` at the mean eigenvalue. -/
theorem mean_lower_bound [Nonempty n] {U : Matrix n n ℂ} (hU : U ∈ unitaryGroup n ℂ)
    (lam : n → ℝ) {f : ℝ → ℝ} (hf : ConvexOn ℝ Set.univ f) :
    f ((∑ j, lam j) / Fintype.card n) ≤ (∑ i, f (diagValue U lam i)) / Fintype.card n := by
  have hN : (Fintype.card n : ℝ) ≠ 0 := Nat.cast_ne_zero.mpr Fintype.card_ne_zero
  -- the trace is unchanged by the rotation
  have htr : ∑ i, diagValue U lam i = ∑ j, lam j := by
    simp only [diagValue, rotated_diag, Complex.ofReal_re]
    rw [Finset.sum_comm]
    refine Finset.sum_congr rfl fun j _ => ?_
    rw [← Finset.sum_mul, (weights_sum hU).2 j, one_mul]
  have h := hf.map_sum_le (t := Finset.univ) (w := fun _ : n => (Fintype.card n : ℝ)⁻¹)
    (p := diagValue U lam) (fun _ _ => by positivity)
    (by rw [Finset.sum_const, Finset.card_univ, nsmul_eq_mul, mul_inv_cancel₀ hN])
    (fun _ _ => Set.mem_univ _)
  simp only [smul_eq_mul, ← Finset.mul_sum] at h
  rw [htr] at h
  rw [div_eq_inv_mul, div_eq_inv_mul]
  exact h
```

## (e) The largest eigenvalues

Let $S$ be a set of $k$ orbitals and $T$ a set of $k$ eigenvalue labels, with $\lambda_l\le\lambda_j$ whenever $j\in T$ and $l\notin T$. Show that for unitary $U$
$$\sum_{i\in S}d_i\le\sum_{j\in T}\lambda_j .$$

**Solution.** For $k=0$ both sides vanish. Otherwise let $t$ be the smallest eigenvalue in $T$ (`lam m`) and apply (c) to the convex function $\max(x-t,0)$:
$$\sum_{i\in S}(d_i-t)\le\sum_i\max(d_i-t,0)\le\sum_j\max(\lambda_j-t,0)=\sum_{j\in T}(\lambda_j-t).$$
Cancel $kt$. The outer steps are `hleft` and `hright`, the middle one `hmain`. In the Lean hypothesis `hT` the letter `k` stands for the label $l$, not for the number of orbitals.

```lean
/-- The partial-sum inequalities of majorisation: for a unitary `U`, the diagonal values of any `k`
orbitals sum to at most the sum of the `k` largest eigenvalues, collected in `T`. -/
theorem sum_le_largest {U : Matrix n n ℂ} (hU : U ∈ unitaryGroup n ℂ) (lam : n → ℝ)
    (S T : Finset n) (hcard : S.card = T.card)
    (hT : ∀ j ∈ T, ∀ k, k ∉ T → lam k ≤ lam j) :
    ∑ i ∈ S, diagValue U lam i ≤ ∑ j ∈ T, lam j := by
  rcases T.eq_empty_or_nonempty with h0 | hne
  · subst h0
    have hS : S = ∅ := Finset.card_eq_zero.mp (by simpa using hcard)
    simp [hS]
  obtain ⟨m, hm, hmin⟩ := T.exists_min_image lam hne
  -- the convex function that measures the excess over the threshold `lam m`
  have hf : ConvexOn ℝ Set.univ (fun x : ℝ => max (x - lam m) 0) := by
    refine ⟨convex_univ, fun x _ y _ a b ha hb hab => ?_⟩
    simp only [smul_eq_mul]
    have ht : lam m = a * lam m + b * lam m := by rw [← add_mul, hab, one_mul]
    apply max_le
    · have h1 := mul_le_mul_of_nonneg_left (le_max_left (x - lam m) 0) ha
      have h2 := mul_le_mul_of_nonneg_left (le_max_left (y - lam m) 0) hb
      rw [mul_sub] at h1 h2
      linarith
    · exact add_nonneg (mul_nonneg ha (le_max_right _ _)) (mul_nonneg hb (le_max_right _ _))
  have hmain : ∑ i, max (diagValue U lam i - lam m) 0 ≤ ∑ j, max (lam j - lam m) 0 :=
    schur_convex_bound hU hf (fun _ => Set.mem_univ _)
  have hleft : ∑ i ∈ S, (diagValue U lam i - lam m)
      ≤ ∑ i, max (diagValue U lam i - lam m) 0 :=
    (Finset.sum_le_sum fun i _ => le_max_left _ _).trans
      (Finset.sum_le_sum_of_subset_of_nonneg (Finset.subset_univ S)
        fun i _ _ => le_max_right _ _)
  -- only the eigenvalues in `T` exceed the threshold
  have hright : ∑ j, max (lam j - lam m) 0 = ∑ j ∈ T, (lam j - lam m) := by
    rw [← Finset.sum_subset (Finset.subset_univ T)
      (fun j _ hj => max_eq_right (sub_nonpos.mpr (hT m hm j hj)))]
    exact Finset.sum_congr rfl fun j hj => max_eq_left (sub_nonneg.mpr (hmin j hj))
  rw [hright] at hmain
  have h := hleft.trans hmain
  rw [Finset.sum_sub_distrib, Finset.sum_sub_distrib, Finset.sum_const, Finset.sum_const,
    hcard] at h
  linarith
```

## (f) Entropy of occupations

For unitary $U$ and occupations $\lambda_j\ge0$, show that
$$-\sum_j\lambda_j\log\lambda_j\le-\sum_i d_i\log d_i .$$

**Solution.** Apply (c) to $x\log x$, convex on $[0,\infty)$, and change sign. Lean's `Real.log 0 = 0` agrees with the usual convention $0\log0=0$. The hole term $(1-x)\log(1-x)$ of a fermionic entropy is not included.

```lean
/-- For non-negative occupation numbers `lam` and a unitary `U`, the entropy `-∑ x log x` of the
diagonal occupations is at least that of `lam`. -/
theorem entropy_le {U : Matrix n n ℂ} (hU : U ∈ unitaryGroup n ℂ) {lam : n → ℝ}
    (hlam : ∀ j, 0 ≤ lam j) :
    -∑ j, lam j * Real.log (lam j)
      ≤ -∑ i, diagValue U lam i * Real.log (diagValue U lam i) :=
  neg_le_neg (schur_convex_bound hU Real.convexOn_mul_log hlam)
```

## (g) An equal-mixing unitary

Show that
$$M=\frac12\begin{pmatrix}1+i&1-i\\1-i&1+i\end{pmatrix}$$
is unitary and gives $d_0=d_1=(\lambda_0+\lambda_1)/2$.

**Solution.** Every entry has squared modulus $\tfrac12$, so the rows are normalised. Their overlap is $\tfrac14[(1+i)^2+(1-i)^2]=0$. Part (a) then gives the diagonal values. The code checks the entries case by case with `fin_cases`.

```lean
/-- A two-orbital matrix with entries `(1 ± i)/2`, all of squared modulus one half. -/
def mixer : Matrix (Fin 2) (Fin 2) ℂ :=
  !![⟨1/2, 1/2⟩, ⟨1/2, -1/2⟩; ⟨1/2, -1/2⟩, ⟨1/2, 1/2⟩]

/-- The matrix `mixer` is unitary, and it turns both diagonal values into the mean of the two
eigenvalues. -/
theorem mixer_spec : mixer ∈ unitaryGroup (Fin 2) ℂ ∧
    ∀ (lam : Fin 2 → ℝ) (i : Fin 2), diagValue mixer lam i = (lam 0 + lam 1) / 2 := by
  constructor
  · rw [mem_unitaryGroup_iff]
    ext i j
    fin_cases i <;> fin_cases j <;>
      simp [mixer, Matrix.mul_apply, Fin.sum_univ_two, Complex.ext_iff] <;> norm_num
  · intro lam i
    rw [diagValue, rotated_diag, Complex.ofReal_re, Fin.sum_univ_two]
    fin_cases i <;> simp [mixer, Complex.normSq_apply] <;> ring
```

## (h) Which functions obey the bound

Suppose $f$ satisfies the inequality of (c) for every two-orbital unitary and every pair of real eigenvalues. Show that for all real $a,b$
$$f\Big(\frac{a+b}2\Big)\le\frac{f(a)+f(b)}2 .$$

**Solution.** Take $U=M$ and $\lambda=(a,b)$. The assumed bound reads $2f((a+b)/2)\le f(a)+f(b)$; divide by two. This is a partial converse about $f$: midpoint convexity implies convexity when $f$ is continuous, but not for every $f$. It does not construct a unitary for a prescribed diagonal, as Horn's converse does.

```lean
/-- Partial converse: if the bound holds for `f` with every two-orbital unitary and every pair of
eigenvalues, then `f` is midpoint convex. -/
theorem midpoint_convex_of_bound {f : ℝ → ℝ}
    (h : ∀ U ∈ unitaryGroup (Fin 2) ℂ, ∀ lam : Fin 2 → ℝ,
      ∑ i, f (diagValue U lam i) ≤ ∑ j, f (lam j)) (a b : ℝ) :
    f ((a + b) / 2) ≤ (f a + f b) / 2 := by
  have h1 := h mixer mixer_spec.1 ![a, b]
  rw [Fin.sum_univ_two, Fin.sum_univ_two, mixer_spec.2, mixer_spec.2] at h1
  have h2 : f ((a + b) / 2) + f ((a + b) / 2) ≤ f a + f b := h1
  linarith

end

end SchurLocalisation
```

```lean
#print axioms SchurLocalisation.schur_convex_bound
#print axioms SchurLocalisation.sum_le_largest
#print axioms SchurLocalisation.entropy_le
#print axioms SchurLocalisation.midpoint_convex_of_bound
```

```
'SchurLocalisation.schur_convex_bound' depends on axioms: [propext, Classical.choice, Quot.sound]
'SchurLocalisation.sum_le_largest' depends on axioms: [propext, Classical.choice, Quot.sound]
'SchurLocalisation.entropy_le' depends on axioms: [propext, Classical.choice, Quot.sound]
'SchurLocalisation.midpoint_convex_of_bound' depends on axioms: [propext, Classical.choice, Quot.sound]
```
